# ‖XY‖² ≤ ‖X²Y²‖ for self-adjoint elements of a C*-algebra

For self-adjoint X and Y in a complex unital C*-algebra, ‖XY‖² ≤ ‖X²Y²‖, whether or not X and Y commute. Applied to imaginary-time propagators of bounded self-adjoint operators, this bounds the squared norm of a short-time product by the norm of the product with doubled time step.

In Lean 4 with Mathlib:

```lean
import Mathlib

open scoped Matrix.Norms.L2Operator

namespace CordesSquaring

noncomputable section

variable {A : Type*} [CStarAlgebra A]

/-- If the product `a b` is self-adjoint, its norm is at most the norm of the product
in reversed order. -/
theorem norm_mul_le_norm_mul_swap {a b : A} (h : IsSelfAdjoint (a * b)) :
    ‖a * b‖ ≤ ‖b * a‖ := by
  rcases subsingleton_or_nontrivial A with hA | hA
  · exact le_of_eq (congrArg norm (Subsingleton.elim _ _))
  -- the two products have the same nonzero spectrum
  have hs : spectrum ℂ (a * b) \ {0} = spectrum ℂ (b * a) \ {0} :=
    spectrum.nonzero_mul_comm a b
  have hr : spectralRadius ℂ (a * b) ≤ (‖b * a‖₊ : ENNReal) := by
    unfold spectralRadius
    refine iSup₂_le fun k hk => ?_
    by_cases h0 : k = 0
    · simp [h0]
    · have hk' : k ∈ spectrum ℂ (b * a) \ {0} := by
        rw [← hs]
        exact ⟨hk, h0⟩
      exact ENNReal.coe_le_coe.mpr (spectrum.norm_le_norm_of_mem hk'.1)
  -- for a self-adjoint element the spectral radius is the norm
  rw [h.spectralRadius_eq_nnnorm] at hr
  have h2 : ‖a * b‖₊ ≤ ‖b * a‖₊ := ENNReal.coe_le_coe.mp hr
  exact h2

/-- Squaring lemma: for self-adjoint `X` and `Y`, the squared norm of `X Y` is at most
the norm of `X² Y²`. -/
theorem norm_mul_sq_le {X Y : A} (hX : IsSelfAdjoint X) (hY : IsSelfAdjoint Y) :
    ‖X * Y‖ ^ 2 ≤ ‖X ^ 2 * Y ^ 2‖ := by
  have e : star (X * Y) * (X * Y) = Y * (X ^ 2 * Y) := by
    rw [star_mul, hX.star_eq, hY.star_eq]
    noncomm_ring
  have hsa : IsSelfAdjoint (Y * (X ^ 2 * Y)) := by
    rw [← e]
    exact IsSelfAdjoint.star_mul_self (X * Y)
  calc ‖X * Y‖ ^ 2 = ‖Y * (X ^ 2 * Y)‖ := by
        rw [← e, CStarRing.norm_star_mul_self, sq]
    _ ≤ ‖X ^ 2 * Y * Y‖ := norm_mul_le_norm_mul_swap hsa
    _ = ‖X ^ 2 * Y ^ 2‖ := by rw [mul_assoc, ← sq Y]

/-- Repeated squaring: for self-adjoint `X` and `Y`, the power `2ⁿ` of the norm of `X Y`
is at most the norm of the product of the powers `2ⁿ` of `X` and `Y`. -/
theorem norm_mul_pow_le {X Y : A} (hX : IsSelfAdjoint X) (hY : IsSelfAdjoint Y) (n : ℕ) :
    ‖X * Y‖ ^ (2 ^ n) ≤ ‖X ^ (2 ^ n) * Y ^ (2 ^ n)‖ := by
  induction n with
  | zero => simp
  | succ n ih =>
    rw [pow_succ 2 n, pow_mul, pow_mul, pow_mul]
    exact (pow_le_pow_left₀ (by positivity) ih 2).trans
      (norm_mul_sq_le (hX.pow _) (hY.pow _))

/-- For commuting self-adjoint `X` and `Y` the squaring lemma is an equality. -/
theorem norm_mul_sq_eq_of_commute {X Y : A} (hX : IsSelfAdjoint X) (hY : IsSelfAdjoint Y)
    (h : Commute X Y) : ‖X * Y‖ ^ 2 = ‖X ^ 2 * Y ^ 2‖ := by
  have hs : star (X * Y) = X * Y := by
    rw [star_mul, hX.star_eq, hY.star_eq, h.eq]
  rw [← h.mul_pow, sq ‖X * Y‖, ← CStarRing.norm_star_mul_self, hs, ← sq (X * Y)]

/-- The imaginary-time propagator `exp(-τ H)` of a bounded operator `H`. -/
def propagator (H : A) (τ : ℝ) : A := NormedSpace.exp (((-τ : ℝ) : ℂ) • H)

/-- The imaginary-time propagator of a self-adjoint operator is self-adjoint. -/
theorem propagator_selfAdjoint {H : A} (hH : IsSelfAdjoint H) (τ : ℝ) :
    IsSelfAdjoint (propagator H τ) := by
  let : NormedAlgebra ℚ A := NormedAlgebra.restrictScalars ℚ ℂ A
  have hs : star (((-τ : ℝ) : ℂ) • H) = ((-τ : ℝ) : ℂ) • H := by
    rw [star_smul, hH.star_eq]
    congr 1
    exact Complex.conj_ofReal _
  change star (NormedSpace.exp (((-τ : ℝ) : ℂ) • H)) = NormedSpace.exp (((-τ : ℝ) : ℂ) • H)
  rw [NormedSpace.star_exp, hs]

/-- Propagating `n` times over a time `τ` is propagating once over the time `n τ`. -/
theorem propagator_pow (H : A) (τ : ℝ) (n : ℕ) :
    propagator H τ ^ n = propagator H (n * τ) := by
  let : NormedAlgebra ℚ A := NormedAlgebra.restrictScalars ℚ ℂ A
  unfold propagator
  rw [← NormedSpace.exp_nsmul]
  congr 1
  rw [← Nat.cast_smul_eq_nsmul ℂ, smul_smul]
  congr 1
  push_cast
  ring

/-- For self-adjoint `T` and `V`, the squared norm of the propagator product with time step `τ` is
at most the norm of the product with doubled time step. -/
theorem norm_step_sq_le_double_step {T V : A} (hT : IsSelfAdjoint T) (hV : IsSelfAdjoint V)
    (τ : ℝ) :
    ‖propagator T τ * propagator V τ‖ ^ 2
      ≤ ‖propagator T (2 * τ) * propagator V (2 * τ)‖ := by
  have h := norm_mul_sq_le (propagator_selfAdjoint hT τ) (propagator_selfAdjoint hV τ)
  rw [propagator_pow, propagator_pow] at h
  exact_mod_cast h

/-- For self-adjoint `T` and `V`, the Trotter product with `2ⁿ` time slices has norm at most that of
the product with a single slice of the same total imaginary time. -/
theorem norm_trotter_le_single_slice {T V : A} (hT : IsSelfAdjoint T)
    (hV : IsSelfAdjoint V) (τ : ℝ) (n : ℕ) :
    ‖(propagator T (τ / 2 ^ n) * propagator V (τ / 2 ^ n)) ^ (2 ^ n)‖
      ≤ ‖propagator T τ * propagator V τ‖ := by
  have ht : ((2 ^ n : ℕ) : ℝ) * (τ / 2 ^ n) = τ := by
    push_cast
    have h2 : (2 : ℝ) ^ n ≠ 0 := pow_ne_zero n two_ne_zero
    field_simp
  have h := norm_mul_pow_le (propagator_selfAdjoint hT (τ / 2 ^ n))
    (propagator_selfAdjoint hV (τ / 2 ^ n)) n
  -- the slices of each factor recombine to the full time
  rw [propagator_pow, propagator_pow, ht] at h
  exact (norm_pow_le' _ (by positivity)).trans h

/-- The two-level ladder matrix, with a single nonzero entry above the diagonal. -/
def ladder : Matrix (Fin 2) (Fin 2) ℂ := !![0, 1; 0, 0]

/-- For the ladder matrix, which is not self-adjoint, and the identity, the inequality of
the squaring lemma is strictly reversed in the operator norm. -/
theorem ladder_violates_squaring :
    ¬ IsSelfAdjoint ladder ∧
      ‖ladder ^ 2 * (1 : Matrix (Fin 2) (Fin 2) ℂ) ^ 2‖
        < ‖ladder * (1 : Matrix (Fin 2) (Fin 2) ℂ)‖ ^ 2 := by
  have h2 : ladder ^ 2 = 0 := by
    rw [sq]
    ext i j
    fin_cases i <;> fin_cases j <;> simp [ladder, Matrix.mul_apply, Fin.sum_univ_succ]
  have h0 : ladder ≠ 0 := by
    intro h
    have h01 := congrFun (congrFun h 0) 1
    simp [ladder] at h01
  constructor
  · intro h
    have h01 := congrFun (congrFun h.star_eq 0) 1
    simp [ladder, Matrix.star_apply] at h01
  · rw [h2, zero_mul, norm_zero, mul_one]
    exact pow_pos (norm_pos_iff.mpr h0) 2

end

end CordesSquaring
```

```lean
#print axioms CordesSquaring.propagator_selfAdjoint
#print axioms CordesSquaring.norm_step_sq_le_double_step
#print axioms CordesSquaring.norm_trotter_le_single_slice
#print axioms CordesSquaring.ladder_violates_squaring
```

```
'CordesSquaring.propagator_selfAdjoint' depends on axioms: [propext, Classical.choice, Quot.sound]
'CordesSquaring.norm_step_sq_le_double_step' depends on axioms: [propext, Classical.choice, Quot.sound]
'CordesSquaring.norm_trotter_le_single_slice' depends on axioms: [propext, Classical.choice, Quot.sound]
'CordesSquaring.ladder_violates_squaring' depends on axioms: [propext, Classical.choice, Quot.sound]
```

The main statement is `norm_mul_sq_le`. The type `A` with `CStarAlgebra A` is any complex unital C*-algebra, for instance that of all bounded operators on a Hilbert space; `star` is the adjoint, and `IsSelfAdjoint` marks the bounded observables. Positivity is not assumed. Iterating the lemma gives `norm_mul_pow_le`:

‖XY‖^(2ⁿ) ≤ ‖X^(2ⁿ) Y^(2ⁿ)‖, n = 0, 1, 2, …

The Cordes inequality states that ‖PˢQˢ‖ ≤ ‖PQ‖ˢ for positive P and Q and every s between 0 and 1. With P = X² and Q = Y², the squaring lemma gives the case s = 1/2, and its iteration reaches only the exponents s = 2⁻ⁿ.

For the physics, let T and V be two self-adjoint parts that add up to a Hamiltonian, such as kinetic and potential energy. The definition `propagator H τ` is exp(−τH), with τ real and measured in inverse energy. Since T and V are elements of `A`, they are bounded, as they are in a finite basis; the kinetic energy on continuous space is not covered. Under this restriction, `norm_trotter_le_single_slice` bears on path-integral discretisation: the norm of a Trotter product with 2ⁿ slices never exceeds that of the single-slice product for the same total imaginary time. It concerns operator norms, not partition functions or the rate of convergence in n.

In the zero algebra every norm is 0 and there is nothing to prove, so let the algebra be nonzero. The derivation starts with a product ab that is self-adjoint. Its norm equals its spectral radius, the largest |λ| in its spectrum. The products ab and ba have the same nonzero spectrum: if λ ≠ 0 and λ − ba has the inverse c, then

(λ − ab)(1 + acb) = λ − ab + a(λ − ba)cb = λ,

and the product in the other order is also λ. Hence λ − ab is invertible, and exchanging a and b gives the converse. Every spectral value of ba is bounded in modulus by ‖ba‖, so

‖ab‖ ≤ ‖ba‖ whenever ab is self-adjoint.

This is `norm_mul_le_norm_mul_swap`. Its proof first settles the zero algebra, then takes the shared spectrum from `spectrum.nonzero_mul_comm`, bounds each spectral value, treating λ = 0 separately, and then replaces the spectral radius of ab by its norm.

The C*-identity ‖Z*Z‖ = ‖Z‖² with Z = XY now gives

‖XY‖² = ‖(XY)*(XY)‖ = ‖YX²Y‖.

The element YX²Y has the form Z*Z and is therefore self-adjoint. Taking a = Y and b = X²Y in the previous step moves the left factor Y to the right:

‖YX²Y‖ ≤ ‖X²Y·Y‖ = ‖X²Y²‖.

The `calc` block in `norm_mul_sq_le` follows these lines in the same order.

For the iteration, n = 0 is an equality. If the bound holds for n, squaring it and applying the lemma to the self-adjoint powers X^(2ⁿ) and Y^(2ⁿ) gives

‖XY‖^(2ⁿ⁺¹) ≤ ‖X^(2ⁿ) Y^(2ⁿ)‖² ≤ ‖X^(2ⁿ⁺¹) Y^(2ⁿ⁺¹)‖.

These are the two inequalities joined by `.trans` in the induction step.

Two properties carry the result over to propagators. For self-adjoint H and real τ, taking the adjoint of the exponential leaves exp(−τH) unchanged (`propagator_selfAdjoint`). Repeated propagation adds times, exp(−τH)ⁿ = exp(−nτH) (`propagator_pow`). With X = exp(−τT) and Y = exp(−τV), the squaring lemma becomes `norm_step_sq_le_double_step`:

‖exp(−τT) exp(−τV)‖² ≤ ‖exp(−2τT) exp(−2τV)‖.

For 2ⁿ slices, set δ = τ/2ⁿ. Submultiplicativity of the norm followed by the iterated lemma gives

‖(exp(−δT) exp(−δV))^(2ⁿ)‖ ≤ ‖exp(−δT) exp(−δV)‖^(2ⁿ) ≤ ‖exp(−τT) exp(−τV)‖.

When X and Y commute, XY is itself self-adjoint and (XY)² = X²Y². The C*-identity then gives ‖XY‖² = ‖X²Y²‖, which is `norm_mul_sq_eq_of_commute`.

Without self-adjointness the inequality can fail. The matrix L in `ladder` has a single nonzero entry, above the diagonal, so L² = 0 while L ≠ 0. With X = L and Y = 1,

‖L²·1²‖ = 0 < ‖L·1‖².

The theorem `ladder_violates_squaring` proves this in the operator norm on 2 × 2 matrices, together with the fact that L is not self-adjoint.
